# In one dimension, a particle confined between hard walls a distance R apart has mean kinetic energy at least ħ²π²/(2mR²)

`hard_wall_bound` concerns a real function u on [0,R], with R > 0, that vanishes at both ends and has a continuous derivative. It states that (π/R)² times the integral of u² is at most the integral of u'². Here u need not be normalised; for a normalised real wave function of one particle of mass m, multiplying by ħ²/2m gives a lower bound on the mean kinetic energy. For each k between 0 and π/R, the attempt adds to u'² the derivative of k tan(k(x − R/2))u², which integrates to zero, and so completes a square. It then lets k tend to π/R from below.

In Lean, a first try:

```lean
import Mathlib

open Set Filter Topology
open scoped Real

namespace HardWallBound

noncomputable section

/-- A function `u` on `[0,R]` that vanishes at both ends and has continuous slope `u'`. -/
structure HardWall (R : ℝ) (u u' : ℝ → ℝ) : Prop where
  deriv : ∀ x ∈ Icc 0 R, HasDerivWithinAt u (u' x) (Icc 0 R) x
  slope : ContinuousOn u' (Icc 0 R)
  left : u 0 = 0
  right : u R = 0

variable {R : ℝ} {u u' v v' f : ℝ → ℝ}

/-- The integral over `[0,R]` of a continuous derivative is the difference of end values. -/
theorem integral_slope (hR : 0 < R)
    (hu : ∀ x ∈ Icc 0 R, HasDerivWithinAt u (u' x) (Icc 0 R) x)
    (hc : ContinuousOn u' (Icc 0 R)) : ∫ x in (0:ℝ)..R, u' x = u R - u 0 :=
  intervalIntegral.integral_eq_sub_of_hasDerivAt_of_le hR.le
    (fun x hx => (hu x hx).continuousWithinAt)
    (fun x hx => (hu x (Ioo_subset_Icc_self hx)).hasDerivAt (Icc_mem_nhds hx.1 hx.2))
    (hc.intervalIntegrable_of_Icc hR.le)

/-- Hard-wall bound: for a C¹ function vanishing at both ends, the integral of `u'^2` is
at least `(π/R)^2` times that of `u^2`. -/
theorem hard_wall_bound (hR : 0 < R) (h : HardWall R u u') :
    (π / R) ^ 2 * (∫ x in (0:ℝ)..R, u x ^ 2) ≤ ∫ x in (0:ℝ)..R, u' x ^ 2 := by
  obtain ⟨d, c', l, r⟩ := h
  have c : ContinuousOn u (Icc 0 R) := fun x hx => (d x hx).continuousWithinAt
  have hk : Continuous fun k : ℝ => k ^ 2 * ∫ x in (0:ℝ)..R, u x ^ 2 := by fun_prop
  -- it suffices to treat wave numbers k below π/R
  refine le_of_tendsto ((hk.tendsto (π / R)).mono_left nhdsWithin_le_nhds) ?_
  filter_upwards [Ioo_mem_nhdsLT (div_pos Real.pi_pos hR)] with k hk
  have hkR := (lt_div_iff₀ hR).1 hk.2
  have ht : ∀ x ∈ Icc 0 R, HasDerivAt (fun y => Real.tan (k * (y - R / 2)))
      (k * (1 + Real.tan (k * (x - R / 2)) ^ 2)) x := by
    intro x hx
    have hc : 0 < Real.cos (k * (x - R / 2)) := Real.cos_pos_of_mem_Ioo
      ⟨by nlinarith [mul_nonneg hk.1.le hx.1],
        by nlinarith [mul_nonneg hk.1.le (sub_nonneg.2 hx.2)]⟩
    have e : 1 / Real.cos (k * (x - R / 2)) ^ 2 = 1 + Real.tan (k * (x - R / 2)) ^ 2 := by
      have hc2 := pow_ne_zero 2 hc.ne'
      rw [Real.tan_eq_sin_div_cos, div_pow, div_eq_iff hc2, add_mul, div_mul_cancel₀ _ hc2]
      linarith [Real.sin_sq_add_cos_sq (k * (x - R / 2))]
    refine ((Real.hasDerivAt_tan hc.ne').comp x
      (((hasDerivAt_id' x).sub_const (R / 2)).const_mul k)).congr_deriv ?_
    rw [e]; ring
  have ct : ContinuousOn (fun y => Real.tan (k * (y - R / 2))) (Icc 0 R) :=
    fun x hx => (ht x hx).continuousAt.continuousWithinAt
  set T := fun y => Real.tan (k * (y - R / 2)) with hT
  have h0 := integral_slope (u := fun x => k * (T x * (u x * u x)))
    (u' := fun x => k * (k * (1 + T x ^ 2) * (u x * u x) + T x * (2 * u x * u' x))) hR
    (fun x hx => (((ht x hx).hasDerivWithinAt.fun_mul
      ((d x hx).fun_mul (d x hx))).const_mul k).congr_deriv (by simp only [hT]; ring))
    (by fun_prop)
  simp only [l, r, mul_zero, sub_zero] at h0
  -- adding this total derivative completes the square
  rw [← add_zero (∫ x in (0:ℝ)..R, u' x ^ 2), ← h0, ← intervalIntegral.integral_add
    (ContinuousOn.intervalIntegrable_of_Icc hR.le (by fun_prop))
    (ContinuousOn.intervalIntegrable_of_Icc hR.le (by fun_prop)),
    ← intervalIntegral.integral_const_mul]
  refine intervalIntegral.integral_mono_on hR.le
    (ContinuousOn.intervalIntegrable_of_Icc hR.le (by fun_prop))
    (ContinuousOn.intervalIntegrable_of_Icc hR.le (by fun_prop)) fun x _ => ?_
  nlinarith [sq_nonneg (u' x + k * T x * u x)]

end

end HardWallBound
```

Lean reports:

```
Main.lean:36:9: error: typeclass instance problem is stuck
  (𝓝[?m.239] (π / R)).NeBot

Note: Lean will not try to resolve this typeclass instance problem because the second type argument to `NeBot` contains metavariables. This argument must be fully determined before Lean will try to resolve the typeclass.

Hint: Adding type annotations and supplying implicit arguments to functions can give Lean more information for typeclass resolution. For example, if you have a variable `x` that you intend to be a `Nat`, but Lean reports it as having an unresolved type like `?m`, replacing `x` with `(x : Nat)` can get typeclass resolution un-stuck.
```

Cause. The message says that Lean cannot check that the filter in `le_of_tendsto` is nontrivial (`NeBot`), because the set in `𝓝[?m.239] (π / R)` is unknown. `nhdsWithin_le_nhds` holds for any set, and the approach from below is named only in the next step, `filter_upwards`. The new `hlim` states the limit with `𝓝[<] (π / R)`, which settles the set.

The error stopped the proof there, so no message covers the later changes. One of them does mend a fault visible in the code: `rw [← h0]` turns every real `0` in the goal into the integral, including the lower limits of integration, so `← intervalIntegral.integral_add` no longer fits. The new `e` uses `h0` forwards instead, and the goal is then rewritten with `← e`.

Introducing `T` through `obtain` hides its definition, and `dT` gives its derivative in terms of `T`, so that `ring` suffices without unfolding. The `change` line merely writes out the goal. The messages do not show that either of these was needed.

Lean accepts the file once it reads:

```diff
@@ -34,5 +34,8 @@
   have hk : Continuous fun k : ℝ => k ^ 2 * ∫ x in (0:ℝ)..R, u x ^ 2 := by fun_prop
   -- it suffices to treat wave numbers k below π/R
-  refine le_of_tendsto ((hk.tendsto (π / R)).mono_left nhdsWithin_le_nhds) ?_
+  have hlim : Tendsto (fun k : ℝ => k ^ 2 * ∫ x in (0:ℝ)..R, u x ^ 2) (𝓝[<] (π / R))
+      (𝓝 ((π / R) ^ 2 * ∫ x in (0:ℝ)..R, u x ^ 2)) :=
+    (hk.tendsto (π / R)).mono_left nhdsWithin_le_nhds
+  refine le_of_tendsto hlim ?_
   filter_upwards [Ioo_mem_nhdsLT (div_pos Real.pi_pos hR)] with k hk
   have hkR := (lt_div_iff₀ hR).1 hk.2
@@ -50,18 +53,25 @@
       (((hasDerivAt_id' x).sub_const (R / 2)).const_mul k)).congr_deriv ?_
     rw [e]; ring
-  have ct : ContinuousOn (fun y => Real.tan (k * (y - R / 2))) (Icc 0 R) :=
-    fun x hx => (ht x hx).continuousAt.continuousWithinAt
-  set T := fun y => Real.tan (k * (y - R / 2)) with hT
+  obtain ⟨T, hT⟩ : ∃ T : ℝ → ℝ, T = fun y => Real.tan (k * (y - R / 2)) := ⟨_, rfl⟩
+  have dT : ∀ x ∈ Icc 0 R, HasDerivAt T (k * (1 + T x ^ 2)) x := by
+    rw [hT]
+    exact ht
+  have ct : ContinuousOn T (Icc 0 R) :=
+    fun x hx => (dT x hx).continuousAt.continuousWithinAt
   have h0 := integral_slope (u := fun x => k * (T x * (u x * u x)))
     (u' := fun x => k * (k * (1 + T x ^ 2) * (u x * u x) + T x * (2 * u x * u' x))) hR
-    (fun x hx => (((ht x hx).hasDerivWithinAt.fun_mul
-      ((d x hx).fun_mul (d x hx))).const_mul k).congr_deriv (by simp only [hT]; ring))
+    (fun x hx => (((dT x hx).hasDerivWithinAt.fun_mul
+      ((d x hx).fun_mul (d x hx))).const_mul k).congr_deriv (by ring))
     (by fun_prop)
   simp only [l, r, mul_zero, sub_zero] at h0
   -- adding this total derivative completes the square
-  rw [← add_zero (∫ x in (0:ℝ)..R, u' x ^ 2), ← h0, ← intervalIntegral.integral_add
-    (ContinuousOn.intervalIntegrable_of_Icc hR.le (by fun_prop))
-    (ContinuousOn.intervalIntegrable_of_Icc hR.le (by fun_prop)),
-    ← intervalIntegral.integral_const_mul]
+  have e : ∫ x in (0:ℝ)..R, (u' x ^ 2 +
+      k * (k * (1 + T x ^ 2) * (u x * u x) + T x * (2 * u x * u' x)))
+        = ∫ x in (0:ℝ)..R, u' x ^ 2 := by
+    rw [intervalIntegral.integral_add
+      (ContinuousOn.intervalIntegrable_of_Icc hR.le (by fun_prop))
+      (ContinuousOn.intervalIntegrable_of_Icc hR.le (by fun_prop)), h0, add_zero]
+  change k ^ 2 * (∫ x in (0:ℝ)..R, u x ^ 2) ≤ ∫ x in (0:ℝ)..R, u' x ^ 2
+  rw [← e, ← intervalIntegral.integral_const_mul]
   refine intervalIntegral.integral_mono_on hR.le
     (ContinuousOn.intervalIntegrable_of_Icc hR.le (by fun_prop))
```
